# For a parabola in the unit box, the mean square energy is 30, but applying $-\tfrac12\,d^2/dx^2$ twice gives 0

Take a particle in a hard-walled box on $[0,1]$, with $\hbar=m=1$, in the normalised state $\psi(x)=\sqrt{30}\,x(1-x)$. Its mean energy is $5$. To find the mean square energy, one might apply $H=-\tfrac12\,d^2/dx^2$ twice and integrate against $\psi$. The fourth derivative of a parabola is zero, so this gives $\int_0^1\psi\,\psi''''/4\,dx=0$. The energy variance would then be $0-5^2=-25$, which no real probability distribution can have.

The energy levels give a different answer. With $c_n$ the overlap of $\psi$ with the $n$-th sine mode and $E_n=n^2\pi^2/2$, the sum $\sum_{n\ge1}c_n^2E_n^2$ equals $30$, and the variance is $5$. The missing $30$ is a boundary term.

## The state, the modes and the differential expression

```lean
import Mathlib

open Real

namespace BoxMeanSquareEnergy

noncomputable section
```

This loads the Mathlib library and lets us write $\pi$, $\sin$ and the square root by their short names.

```lean
/-- The parabolic wave function `√30 x (1 - x)` in the unit box. -/
def trial (x : ℝ) : ℝ := √30 * (x * (1 - x))
```

`trial` is $\psi$. It is defined on the whole real line, as the polynomial itself and not cut off to zero outside the box. Its derivatives at the walls are therefore those of the polynomial.

```lean
/-- The sine mode `√2 sin (n π x)` of the unit box. -/
def mode (n : ℕ) (x : ℝ) : ℝ := √2 * sin (n * π * x)
```

`mode n` is $\sqrt2\sin(n\pi x)$, where `n : ℕ` is a natural number and may be $0$.

```lean
/-- The energy `n² π² / 2` of level `n`, in units with `ħ = m = 1`. -/
def level (n : ℕ) : ℝ := (n : ℝ) ^ 2 * π ^ 2 / 2
```

`level n` is $E_n=n^2\pi^2/2$.

```lean
/-- The overlap of the parabola with the sine mode `n`. -/
def coeff (n : ℕ) : ℝ := ∫ x in (0 : ℝ)..1, trial x * mode n x
```

`coeff n` is the overlap integral $c_n=\int_0^1\psi(x)\sqrt2\sin(n\pi x)\,dx$. Its square is read as the probability of finding the energy $E_n$.

```lean
/-- The differential expression `-½ d²/dx²`, without boundary conditions. -/
def boxH (f : ℝ → ℝ) (x : ℝ) : ℝ := -(1 / 2) * deriv (deriv f) x
```

`boxH f` is the function $-\tfrac12 f''$. It knows nothing of the walls: it accepts functions that do not vanish there, just as the naive calculation does.

```lean
/-- Each sine mode vanishes at both walls and satisfies the stationary
Schrödinger equation with energy `level n`. -/
theorem boxH_mode (n : ℕ) :
    mode n 0 = 0 ∧ mode n 1 = 0 ∧ ∀ x, boxH (mode n) x = level n * mode n x := by
  refine ⟨by simp [mode], by simp [mode, sin_nat_mul_pi], fun x => ?_⟩
  have hl (x : ℝ) : HasDerivAt (fun y : ℝ => n * π * y) (n * π) x := by
    simpa using (hasDerivAt_id x).const_mul (n * π)
  have h1 : deriv (mode n) = fun x => √2 * (cos (n * π * x) * (n * π)) :=
    funext fun x => ((hl x).sin.const_mul (√2)).deriv
  have h2 := (((hl x).cos.mul_const (n * π)).const_mul (√2)).deriv
  rw [boxH, h1, h2, level, mode]
  ring
```

For every $n$, the mode vanishes at $x=0$ and $x=1$ and satisfies $-\tfrac12 f''=E_nf$. By hand, two derivatives of $\sin(n\pi x)$ bring down $-(n\pi)^2$, and the factor $-\tfrac12$ turns this into $E_n$. In the proof, `h1` and `h2` are the two derivatives, and `ring` does the closing algebra. For $n=0$ the mode is the zero function, which is not a state, so the energy sums below start at level $1$.

```lean
/-- The parabola is normalised. -/
theorem trial_normalized : ∫ x in (0 : ℝ)..1, trial x ^ 2 = 1 := by
  have hF (x : ℝ) : HasDerivAt (fun y : ℝ => 10 * y ^ 3 - 15 * y ^ 4 + 6 * y ^ 5)
      (trial x ^ 2) x := by
    refine ((((hasDerivAt_pow 3 x).const_mul 10).fun_sub
      ((hasDerivAt_pow 4 x).const_mul 15)).fun_add
      ((hasDerivAt_pow 5 x).const_mul 6)).congr_deriv ?_
    rw [trial, mul_pow, Real.sq_sqrt (by norm_num)]
    norm_num
    ring
  have hc : Continuous (fun x => trial x ^ 2) := by unfold trial; fun_prop
  rw [intervalIntegral.integral_eq_sub_of_hasDerivAt (fun x _ => hF x)
    (hc.intervalIntegrable _ _)]
  norm_num
```

This says $\int_0^1\psi^2\,dx=1$. Since $\psi^2=30x^2-60x^3+30x^4$, an antiderivative is $10x^3-15x^4+6x^5$, which rises from $0$ to $1$ across the box. The proof checks this antiderivative by differentiating it (`hF`) and then applies the fundamental theorem of calculus.

## Overlaps with the sine modes

```lean
/-- The overlap integral, multiplied by `(n π)³`, is `2 √30 √2 (1 - (-1)ⁿ)`. -/
theorem scaled_coeff (n : ℕ) :
    (n * π) ^ 3 * coeff n = 2 * (√30 * √2) * (1 - (-1) ^ n) := by
  -- an antiderivative found by integrating by parts twice
  have hG (x : ℝ) : HasDerivAt (fun y : ℝ => √30 * √2 *
      (n * π * ((1 - 2 * y) * sin (n * π * y))
        - (n * π) ^ 2 * (y * (1 - y) * cos (n * π * y)) - 2 * cos (n * π * y)))
      ((n * π) ^ 3 * (trial x * mode n x)) x := by
    have hl : HasDerivAt (fun y : ℝ => n * π * y) (n * π) x := by
      simpa using (hasDerivAt_id x).const_mul (n * π)
    have hp := (hasDerivAt_id' x).fun_mul ((hasDerivAt_id' x).const_sub 1)
    have hq := ((hasDerivAt_id' x).const_mul 2).const_sub 1
    refine (((((hq.fun_mul hl.sin).const_mul (n * π)).fun_sub
      ((hp.fun_mul hl.cos).const_mul ((n * π) ^ 2))).fun_sub
      (hl.cos.const_mul 2)).const_mul (√30 * √2)).congr_deriv ?_
    simp only [trial, mode]
    ring
  have hc : Continuous (fun x => (n * π) ^ 3 * (trial x * mode n x)) := by
    unfold trial mode; fun_prop
  rw [coeff, ← intervalIntegral.integral_const_mul,
    intervalIntegral.integral_eq_sub_of_hasDerivAt (fun x _ => hG x)
      (hc.intervalIntegrable _ _)]
  simp only [mul_one, mul_zero, cos_nat_mul_pi, sin_nat_mul_pi, cos_zero, sin_zero]
  ring
```

Write $a=n\pi$ with $n\ge1$. Integrating by parts twice gives

$$\int_0^1x(1-x)\sin(ax)\,dx=\frac1a\int_0^1(1-2x)\cos(ax)\,dx=\frac2{a^2}\int_0^1\sin(ax)\,dx=\frac{2(1-(-1)^n)}{a^3}.$$

The boundary terms vanish, the first because $x(1-x)$ is zero at the walls and the second because $\sin(ax)$ is. Multiplying by $\sqrt{30}\sqrt2$ gives the theorem. Lean keeps $a^3$ on the left, so the statement also holds at $n=0$, where both sides are zero. The proof packs both integrations into one explicit antiderivative, `hG`, and evaluates it at the two walls.

```lean
/-- Odd levels `n` are occupied with probability `960 / (n π)⁶`, and even levels
are empty. -/
theorem coeff_parity (k : ℕ) :
    coeff (2 * k + 1) ^ 2 = 960 / (((2 * k + 1 : ℕ) : ℝ) * π) ^ 6 ∧
      coeff (2 * k + 2) = 0 := by
  constructor
  · have h := scaled_coeff (2 * k + 1)
    rw [Odd.neg_one_pow ⟨k, rfl⟩] at h
    rw [eq_div_iff (by positivity)]
    calc _ = ((((2 * k + 1 : ℕ) : ℝ) * π) ^ 3 * coeff (2 * k + 1)) ^ 2 := by ring
      _ = 16 * (√30 ^ 2 * √2 ^ 2) := by rw [h]; ring
      _ = 960 := by
        rw [Real.sq_sqrt (by norm_num), Real.sq_sqrt (by norm_num)]; norm_num
  · have h := scaled_coeff (2 * k + 2)
    rw [Even.neg_one_pow ⟨k + 1, by omega⟩, sub_self, mul_zero] at h
    exact (mul_eq_zero.mp h).resolve_left (by positivity)
```

For odd $n$ the bracket $1-(-1)^n$ is $2$, so $a^3c_n=4\sqrt{60}$ and $c_n^2=960/(n\pi)^6$. For even $n$ it is $0$, so $c_n=0$. With $k=0,1,2,\dots$, the odd levels are written $2k+1$ and the even ones $2k+2$. The two branches of the proof square the previous result and cancel its nonzero factor, respectively.

## Summing over the levels

```lean
/-- If the inverse `p`-th powers sum to `Z`, those of the odd numbers sum to
`Z - Z / 2ᵖ`. -/
theorem odd_sum (p : ℕ) (Z : ℝ) (h : HasSum (fun n : ℕ => 1 / (n : ℝ) ^ p) Z) :
    HasSum (fun k : ℕ => 1 / ((2 * k + 1 : ℕ) : ℝ) ^ p) (Z - Z / 2 ^ p) := by
  have he : HasSum (fun k : ℕ => 1 / ((2 * k : ℕ) : ℝ) ^ p) (Z / 2 ^ p) := by
    have hf (k : ℕ) : 1 / ((2 * k : ℕ) : ℝ) ^ p = 1 / (k : ℝ) ^ p / 2 ^ p := by
      push_cast
      rw [mul_pow, div_div, mul_comm ((2 : ℝ) ^ p)]
    simp only [hf]
    exact h.div_const ((2 : ℝ) ^ p)
  have ho : Summable (fun k : ℕ => 1 / ((2 * k + 1 : ℕ) : ℝ) ^ p) :=
    h.summable.comp_injective (i := fun k : ℕ => 2 * k + 1) (fun a b hab => by
      have h' : 2 * a + 1 = 2 * b + 1 := hab
      omega)
  have hs : HasSum (fun n : ℕ => 1 / (n : ℝ) ^ p) (Z / 2 ^ p + _) :=
    HasSum.even_add_odd he ho.hasSum
  have hu := hs.unique h
  convert ho.hasSum using 1
  linarith
```

`HasSum f S` says that the series with terms `f` converges and that its value is $S$. The theorem takes a known sum $Z=\sum_n1/n^p$ and removes the even terms. Because $1/(2k)^p=2^{-p}/k^p$, these add up to $Z/2^p$, leaving $Z-Z/2^p$ for the odd numbers. The series formally includes $n=0$, but Lean sets $1/0=0$, so for the powers used below that term adds nothing. In the proof, `he` sums the even terms, `ho` shows that the odd ones converge, and uniqueness of the total fixes their value.

```lean
/-- If the sum of `coeff n ^ 2 * g n` over the odd levels converges to `S`, then the sum over all
levels `n ≥ 1` converges to `S` too. -/
theorem odd_levels (g : ℕ → ℝ) (S : ℝ)
    (h : HasSum (fun k : ℕ => coeff (2 * k + 1) ^ 2 * g (2 * k + 1)) S) :
    HasSum (fun n : ℕ => coeff (n + 1) ^ 2 * g (n + 1)) S := by
  have hz (k : ℕ) : coeff (2 * k + 1 + 1) ^ 2 * g (2 * k + 1 + 1) = 0 := by
    have h0 : coeff (2 * k + 1 + 1) = 0 := (coeff_parity k).2
    rw [h0]
    ring
  have ho : HasSum (fun k : ℕ => coeff (2 * k + 1 + 1) ^ 2 * g (2 * k + 1 + 1)) 0 := by
    simp only [hz]
    exact hasSum_zero
  have hs : HasSum (fun n : ℕ => coeff (n + 1) ^ 2 * g (n + 1)) (S + 0) :=
    HasSum.even_add_odd h ho
  rwa [add_zero] at hs
```

Let $g$ be any function of the level number. If $\sum_kc_{2k+1}^2\,g(2k+1)$ converges to $S$, then so does $\sum_{n\ge0}c_{n+1}^2\,g(n+1)$. The shift to $n+1$ makes the sum run over levels $1,2,3,\dots$. The even levels contribute zero, and `HasSum.even_add_odd` interleaves the two series.

```lean
/-- The mean energy of the parabola, summed over the levels, is `5`. -/
theorem mean_energy : HasSum (fun n : ℕ => coeff (n + 1) ^ 2 * level (n + 1)) 5 := by
  have h := (odd_sum 4 _ hasSum_zeta_four).mul_left (480 / π ^ 4)
  have hv : 480 / π ^ 4 * (π ^ 4 / 90 - π ^ 4 / 90 / 2 ^ 4) = 5 := by
    field_simp
    ring
  rw [hv] at h
  have hf (k : ℕ) : coeff (2 * k + 1) ^ 2 * level (2 * k + 1)
      = 480 / π ^ 4 * (1 / ((2 * k + 1 : ℕ) : ℝ) ^ 4) := by
    rw [(coeff_parity k).1, level]
    have hN : ((2 * k + 1 : ℕ) : ℝ) ≠ 0 := by positivity
    generalize ((2 * k + 1 : ℕ) : ℝ) = N at hN ⊢
    field_simp
    ring
  have h' : HasSum (fun k : ℕ => coeff (2 * k + 1) ^ 2 * level (2 * k + 1)) 5 := by
    simp only [hf]
    exact h
  exact odd_levels level 5 h'
```

For odd $n$, $c_n^2E_n=480/(n\pi)^4$. The odd part of $\sum1/n^4=\pi^4/90$ is $\tfrac{15}{16}\cdot\pi^4/90=\pi^4/96$, so the mean energy is $480/96=5$. The proof takes the zeta sum from Mathlib as `hasSum_zeta_four`, computes the value in `hv` and matches the terms in `hf`.

A single application of $H$ causes no trouble: $\int_0^1\psi H\psi\,dx=30\int_0^1x(1-x)\,dx=5$ as well.

## The boundary term

```lean
/-- Green's identity in the box, for twice continuously differentiable `φ` and `ψ`: moving `-½
d²/dx²` from `φ` to a function `ψ` that vanishes at the walls costs the boundary term `½ [ψ' φ]`. -/
theorem green_identity (ψ φ : ℝ → ℝ) (hψ : ContDiff ℝ 2 ψ) (hφ : ContDiff ℝ 2 φ)
    (h0 : ψ 0 = 0) (h1 : ψ 1 = 0) :
    ∫ x in (0 : ℝ)..1, ψ x * boxH φ x = (∫ x in (0 : ℝ)..1, boxH ψ x * φ x)
      + (deriv ψ 1 * φ 1 - deriv ψ 0 * φ 0) / 2 := by
  have hs (f : ℝ → ℝ) (hf : ContDiff ℝ 2 f) :
      Differentiable ℝ f ∧ Differentiable ℝ (deriv f) ∧ Continuous (boxH f) := by
    have hf' : ContDiff ℝ (1 + 1) f := by rw [one_add_one_eq_two]; exact hf
    have hd := (contDiff_succ_iff_deriv.1 hf').2.2
    exact ⟨hf.differentiable (by norm_num), hd.differentiable (by norm_num),
      continuous_const.mul (hd.continuous_deriv (by norm_num))⟩
  obtain ⟨a1, a2, a3⟩ := hs ψ hψ
  obtain ⟨b1, b2, b3⟩ := hs φ hφ
  -- half the Wronskian of `φ` and `ψ` is an antiderivative of the difference of the integrands
  have hW (x : ℝ) : HasDerivAt (fun y => (deriv ψ y * φ y - ψ y * deriv φ y) / 2)
      (ψ x * boxH φ x - boxH ψ x * φ x) x := by
    refine ((((a2 x).hasDerivAt.fun_mul (b1 x).hasDerivAt).fun_sub
      ((a1 x).hasDerivAt.fun_mul (b2 x).hasDerivAt)).div_const 2).congr_deriv ?_
    simp only [boxH]
    ring
  have i1 : IntervalIntegrable (fun x => ψ x * boxH φ x) MeasureTheory.volume 0 1 :=
    (a1.continuous.mul b3).intervalIntegrable _ _
  have i2 : IntervalIntegrable (fun x => boxH ψ x * φ x) MeasureTheory.volume 0 1 :=
    (a3.mul b1.continuous).intervalIntegrable _ _
  have key := intervalIntegral.integral_eq_sub_of_hasDerivAt (fun x _ => hW x) (i1.sub i2)
  rw [intervalIntegral.integral_sub i1 i2] at key
  simp only [h0, h1] at key
  linarith
```

Let $\psi$ and $\varphi$ now be any twice continuously differentiable functions on the real line (`ContDiff ℝ 2`), with $\psi(0)=\psi(1)=0$. Then

$$\int_0^1\psi\,H\varphi\,dx=\int_0^1(H\psi)\,\varphi\,dx+\tfrac12\bigl[\psi'\varphi\bigr]_0^1 .$$

By hand, differentiate $W=\tfrac12(\psi'\varphi-\psi\varphi')$. The first-derivative products cancel, leaving

$$W'=\tfrac12(\psi''\varphi-\psi\varphi'')=\psi\,H\varphi-(H\psi)\,\varphi .$$

Integrate over the box. The part of $W$ containing $\psi$ itself vanishes at the walls, and the rest is the boundary term. In the proof, `hs` supplies the smoothness, `hW` is the derivative of $W$, and `key` is the integrated identity.

The condition at each wall matters. Take $\psi(x)=\varphi(x)=x$, which satisfies $\psi(0)=0$ but not $\psi(1)=0$. Both integrals are zero, while the boundary term is $\tfrac12(1\cdot1-1\cdot0)=\tfrac12$, so the identity would read $0=\tfrac12$.

Nothing is required of $\varphi$ at the walls. If it vanishes there too, the boundary term disappears and $H$ can be moved freely from one factor to the other.

```lean
/-- On the parabola, `-½ d²/dx²` gives the constant `√30`, and the boundary term
`½ [ψ' Hψ]` equals `-30`. -/
theorem boxH_trial : boxH trial = (fun _ => √30) ∧
    (deriv trial 1 * boxH trial 1 - deriv trial 0 * boxH trial 0) / 2 = -30 := by
  have h1 : deriv trial = fun x => √30 * (1 - 2 * x) := funext fun x =>
    ((((hasDerivAt_id' x).fun_mul ((hasDerivAt_id' x).const_sub 1)).const_mul
      (√30)).congr_deriv (by ring)).deriv
  have h2 : boxH trial = fun _ => √30 := by
    funext x
    have h := ((((hasDerivAt_id' x).const_mul 2).const_sub 1).const_mul (√30)).deriv
    rw [boxH, h1, h]
    ring
  refine ⟨h2, ?_⟩
  rw [h2, h1]
  have hsq : √30 ^ 2 = (30 : ℝ) := Real.sq_sqrt (by norm_num)
  linear_combination -hsq
```

Back to the parabola: $\psi'=\sqrt{30}(1-2x)$ and $\psi''=-2\sqrt{30}$, so $H\psi=\sqrt{30}$ everywhere. This constant does not vanish at the walls. With $\psi'(1)=-\sqrt{30}$ and $\psi'(0)=\sqrt{30}$, the boundary term for $\varphi=H\psi$ is $\tfrac12(-30-30)=-30$. The proof computes the two derivatives and finishes with $(\sqrt{30})^2=30$.

## Thirty against zero

```lean
/-- The mean square energy of the parabola, summed over the levels, is `30` and equals
`∫ (Hψ)²`, whereas applying `-½ d²/dx²` twice gives `∫ ψ H(Hψ) = 0`. -/
theorem mean_square_energy :
    HasSum (fun n : ℕ => coeff (n + 1) ^ 2 * level (n + 1) ^ 2) 30 ∧
      ∫ x in (0 : ℝ)..1, boxH trial x ^ 2 = 30 ∧
      ∫ x in (0 : ℝ)..1, trial x * boxH (boxH trial) x = 0 := by
  refine ⟨?_, ?_, ?_⟩
  · have h := (odd_sum 2 _ hasSum_zeta_two).mul_left (240 / π ^ 2)
    have hv : 240 / π ^ 2 * (π ^ 2 / 6 - π ^ 2 / 6 / 2 ^ 2) = 30 := by
      field_simp
      ring
    rw [hv] at h
    have hf (k : ℕ) : coeff (2 * k + 1) ^ 2 * level (2 * k + 1) ^ 2
        = 240 / π ^ 2 * (1 / ((2 * k + 1 : ℕ) : ℝ) ^ 2) := by
      rw [(coeff_parity k).1, level]
      have hN : ((2 * k + 1 : ℕ) : ℝ) ≠ 0 := by positivity
      generalize ((2 * k + 1 : ℕ) : ℝ) = N at hN ⊢
      field_simp
      ring
    have h' : HasSum (fun k : ℕ => coeff (2 * k + 1) ^ 2 * level (2 * k + 1) ^ 2) 30 := by
      simp only [hf]
      exact h
    exact odd_levels (fun n => level n ^ 2) 30 h'
  · rw [boxH_trial.1]
    simp
  · rw [boxH_trial.1]
    simp [boxH]

end

end BoxMeanSquareEnergy
```

The symbol `∧` means "and", so three results stand together.

1. The sum over levels is $\sum_{n\ge1}c_n^2E_n^2=30$. For odd $n$ the terms are $240/(n\pi)^2$, and the odd part of $\sum1/n^2=\pi^2/6$ is $\pi^2/8$, so the total is $240/8=30$. The proof follows the pattern of the mean energy, with `hasSum_zeta_two`.
2. $\int_0^1(H\psi)^2\,dx=30$, because the integrand is the constant $30$.
3. $\int_0^1\psi\,H(H\psi)\,dx=0$, because $H$ applied to a constant is zero.

Green's identity with $\varphi=H\psi$ accounts for the difference between the last two: it reads $0=30-30$. In operator language, $\psi$ lies in the domain of the box Hamiltonian but $H\psi$ does not, since it fails the wall condition. The second application of the differential expression is then no longer an application of the Hamiltonian.

The file works directly with functions, integrals and series; it constructs no self-adjoint operator and does not show that the sine modes are complete. The agreement between the first two values is therefore checked here by two separate evaluations. It is no coincidence: because $\psi$ lies in the domain of the Hamiltonian, the overlap of $H\psi$ with mode $n$ is $E_nc_n$, and Parseval's identity for the complete set of sine modes then makes the two values equal.

For a variational calculation with this one-particle, one-dimensional trial function, the practical consequence is to take the energy variance from $\int(H\psi)^2$, which gives $30-25=5$, and not from $\int\psi\,H(H\psi)$.

```lean
#print axioms BoxMeanSquareEnergy.trial_normalized
-- 'BoxMeanSquareEnergy.trial_normalized' depends on axioms: [propext, Classical.choice, Quot.sound]
#print axioms BoxMeanSquareEnergy.mean_energy
-- 'BoxMeanSquareEnergy.mean_energy' depends on axioms: [propext, Classical.choice, Quot.sound]
#print axioms BoxMeanSquareEnergy.green_identity
-- 'BoxMeanSquareEnergy.green_identity' depends on axioms: [propext, Classical.choice, Quot.sound]
#print axioms BoxMeanSquareEnergy.mean_square_energy
-- 'BoxMeanSquareEnergy.mean_square_energy' depends on axioms: [propext, Classical.choice, Quot.sound]
```
